# Radial Dirac solutions with S = ±V come in equal-energy pairs away from E = ∓c²

A bound level of a Dirac particle in a central field can be described as an eigenvalue of a self-adjoint operator, or as an energy at which the radial equations have an acceptable solution. These notes take the second description. The radial equations are imposed at every \(r>0\), and "acceptable" is spelled out as square integrability of three functions. No operator domain is needed, but the third of these functions has to be justified, which is done below.

## A scalar and a vector potential in a central field

Let \(P(r)\) and \(Q(r)\) be the upper and lower radial components of a four-component state, \(c\) the speed of light, and \(E\) the energy including the rest energy \(c^2\), in units with \(\hbar=m=1\). The vector potential \(V\) is the time component of a Lorentz vector, not a magnetic vector potential, and it shifts the energy as an electrostatic potential does. The scalar potential \(S\) adds to the rest energy. The equations are

\[
P'=-\frac{kP}{r}+\frac{(E-V+c^2+S)\,Q}{c},\qquad
Q'=\frac{kQ}{r}-\frac{(E-V-c^2-S)\,P}{c}.
\]

The number \(k\), usually written \(\kappa\), is a nonzero integer for a physical state. If the upper component has orbital angular momentum \(l\), then \(k=-(l+1)\) for \(j=l+\tfrac12\) and \(k=l\) for \(j=l-\tfrac12\). The map \(k\mapsto -k-1\) therefore exchanges the two values of \(j\) at fixed \(l\), for example \(p_{3/2}\) (\(k=-2\)) and \(p_{1/2}\) (\(k=1\)). The map \(k\mapsto 1-k\) instead fixes the orbital angular momentum of the lower component, and pairs \(s_{1/2}\) (\(k=-1\)) with \(d_{3/2}\) (\(k=2\)).

When \(S=V\), the combined potential acts only on the upper component, with strength \(2V\). When \(S=-V\), it acts only on the lower one. These are special conditions on the field: an electron in an ordinary Coulomb potential has \(S=0\) and meets neither.

## Partner solutions and shared levels

Suppose \(c\neq0\) and \((P,Q)\) solves the equations for \(k\) at energy \(E\).

- If \(S=V\) on \(r>0\) and \(E+c^2\neq0\), then \((P,\tilde Q)\) solves them for \(-k-1\) at the same \(E\), where
\[
\tilde Q=Q-\frac{c(2k+1)P}{(E+c^2)\,r}.
\]
- If \(S=-V\) on \(r>0\) and \(E-c^2\neq0\), then \((\tilde P,Q)\) solves them for \(1-k\) at the same \(E\), where
\[
\tilde P=P-\frac{c(2k-1)Q}{(E-c^2)\,r}.
\]

In the first case \(\tilde Q\) is also the only lower component that can accompany \(P\) for \(-k-1\).

Call \(E\) a spin level for \(k\) if there is a solution, not identically zero on \(r>0\), with \(P\), \(Q\) and \(P/r\) square integrable there. Under the conditions of the first case, \(E\) is a spin level for \(k\) exactly when it is one for \(-k-1\). A pseudospin level is defined with \(Q/r\) in place of \(P/r\), and under the conditions of the second case the levels for \(k\) and \(1-k\) agree.

For a single particle in a central field with \(S=V\), this removes the spin–orbit splitting between \(j=l\pm\tfrac12\), which gives a degeneracy that a radial Dirac solver can be tested against.

## The lower component forced by a shared P

With \(S=V\) the potentials cancel in the first equation:

\[
P'=-\frac{kP}{r}+\frac{(E+c^2)Q}{c}.
\]

Keep \(P\) and ask for a solution \((P,\tilde Q)\) with \(-k-1\). Its first equation reads

\[
P'=\frac{(k+1)P}{r}+\frac{(E+c^2)\tilde Q}{c}.
\]

Both right-hand sides equal the same derivative, so

\[
\frac{(E+c^2)(\tilde Q-Q)}{c}=-\frac{(2k+1)P}{r},
\]

and division by \((E+c^2)/c\) gives the stated \(\tilde Q\). This proves uniqueness and finds the candidate. The second equation must still be checked. Put \(a=c(2k+1)/(E+c^2)\), so that \(\tilde Q=Q-aP/r\). Then

\[
\begin{aligned}
\tilde Q'&=Q'-\frac{aP'}{r}+\frac{aP}{r^2}\\
&=\frac{kQ}{r}-\frac{(E-2V-c^2)P}{c}+\frac{akP}{r^2}-\frac{(2k+1)Q}{r}+\frac{aP}{r^2}\\
&=-\frac{(k+1)}{r}\left(Q-\frac{aP}{r}\right)-\frac{(E-2V-c^2)P}{c}.
\end{aligned}
\]

The bracket is \(\tilde Q\), so this is the second equation for \(-k-1\).

At \(E=-c^2\) the coupling to the lower component disappears from the first equation. Comparing the two expressions for \(P'\) then leaves \((2k+1)P/r=0\). If \(2k+1\neq0\), which holds for every integer \(k\), a shared upper component must vanish on \(r>0\).

## The same calculation with the components exchanged

With \(S=-V\) the second equation becomes

\[
Q'=\frac{kQ}{r}-\frac{(E-c^2)P}{c}.
\]

For the same \(Q\) and the parameter \(1-k\), it must also equal \((1-k)Q/r-(E-c^2)\tilde P/c\). Equating the two gives \((E-c^2)(\tilde P-P)/c=(1-2k)Q/r\), hence the stated \(\tilde P\). With \(b=c(2k-1)/(E-c^2)\) and \(\tilde P=P-bQ/r\),

\[
\begin{aligned}
\tilde P'&=P'-\frac{bQ'}{r}+\frac{bQ}{r^2}\\
&=-\frac{kP}{r}+\frac{(E-2V+c^2)Q}{c}-\frac{bkQ}{r^2}+\frac{(2k-1)P}{r}+\frac{bQ}{r^2}\\
&=-\frac{(1-k)\tilde P}{r}+\frac{(E-2V+c^2)Q}{c},
\end{aligned}
\]

which is the first equation for \(1-k\).

## Square integrability and the term P/r

The new lower component is \(\tilde Q=Q-a(P/r)\). If \(Q\) and \(P/r\) are square integrable, so is \(\tilde Q\), while \(P\) and \(P/r\) have not changed. The partner is not the zero solution either: where \(P\neq0\) this is clear, and where \(P=0\) we have \(\tilde Q=Q\). Thus a spin level for \(k\) is one for \(-k-1\). Since \(-(-k-1)-1=k\), the same argument gives the converse. For \(S=-V\), the roles of \(P\) and \(Q\) are exchanged and \(1-(1-k)=k\).

The condition on \(P/r\) concerns only the neighbourhood of the origin, because \(|P/r|\le|P|\) for \(r\ge1\). A regular solution with \(P\sim r^{l+1}\) satisfies it.

For these solutions the map also preserves the norm, although this is not proved in the Lean code. When \(S=V\), the first equation gives \(Q=c(P'+kP/r)/(E+c^2)\), so \(P'\) is square integrable because \(Q\) and \(P/r\) are. Then \(P^2/r\to0\) at both ends, and integration by parts gives \(\int_0^\infty Q^2\,dr=\frac{c^2}{(E+c^2)^2}\int_0^\infty\left(P'^2+k(k+1)P^2/r^2\right)dr\). The factor \(k(k+1)\) is unchanged by \(k\mapsto-k-1\), so \(\tilde Q\) and \(Q\) have the same norm. When \(S=-V\), the same argument applies to \(\tilde P\) and \(P\), with \(k(k-1)\) unchanged by \(k\mapsto1-k\).

## The radial problem as Lean definitions

`IsRadialDirac c k E V S P Q` says that both derivative relations hold at every \(r>0\). All parameters are real numbers, and the potentials and components are functions `ℝ → ℝ`, whose values at \(r\le0\) play no role. `HasDerivAt` states both that the derivative exists and what it is. No continuity of \(V\) or \(S\) is assumed, but a derivative cannot jump. A square well with \(S=V\) is therefore not covered, except for solutions with \(P=0\) at its edge, because \(Q'\) would have to jump there. For \(S=-V\) the same holds with \(P\) and \(Q\) exchanged. The hand calculation still applies on each side of the edge, and the partner's components are continuous across it if \(P\) and \(Q\) are.

`spinLower` is \(\tilde Q\) and `pseudospinUpper` is \(\tilde P\). `SquareIntegrable` uses `MemLp f 2` with Lebesgue measure restricted to \(r>0\), which includes measurability. `IsSpinLevel` and `IsPseudospinLevel` are the two notions of level above. The hypothesis `hS` imposes \(S=V\) or \(S=-V\) only on \(r>0\).

Because `k` is real, the theorems also relate \(k=-1\) to \(k=0\) when \(S=V\), and \(k=1\) to \(k=0\) when \(S=-V\). No angular state has \(k=0\), so \(s_{1/2}\) has no physical spin partner and \(p_{1/2}\) no physical pseudospin partner.

The names spin symmetry and pseudospin symmetry often refer to SU(2) generators that commute with the full Dirac Hamiltonian. The theorems here concern the radial equations alone. They construct no generators and do not say that a given potential has any levels. Uniqueness and the threshold result are proved for \(S=V\) only.

```lean
import Mathlib

open MeasureTheory

namespace DiracSpinSymmetry

noncomputable section

/-- The radial Dirac equations on `r > 0` for the upper component `P` and the lower component `Q`,
with vector potential `V`, scalar potential `S`, energy `E` and nonzero speed of light `c`. -/
def IsRadialDirac (c k E : ℝ) (V S P Q : ℝ → ℝ) : Prop :=
  ∀ r, 0 < r →
    HasDerivAt P (-k * P r / r + (E - V r + c ^ 2 + S r) * Q r / c) r ∧
    HasDerivAt Q (k * Q r / r - (E - V r - c ^ 2 - S r) * P r / c) r

/-- The lower component of the spin partner, for `r > 0` and `E + c² ≠ 0`. -/
def spinLower (c k E : ℝ) (P Q : ℝ → ℝ) (r : ℝ) : ℝ :=
  Q r - c * (2 * k + 1) * P r / ((E + c ^ 2) * r)

/-- The upper component of the pseudospin partner, for `r > 0` and `E - c² ≠ 0`. -/
def pseudospinUpper (c k E : ℝ) (P Q : ℝ → ℝ) (r : ℝ) : ℝ :=
  P r - c * (2 * k - 1) * Q r / ((E - c ^ 2) * r)

/-- Square integrability of a radial function on `r > 0`. -/
def SquareIntegrable (f : ℝ → ℝ) : Prop :=
  MemLp f 2 (volume.restrict (Set.Ioi 0))

/-- `E` has a nonzero radial solution for which `P`, `Q` and `P/r` are square integrable
on `r > 0`. -/
def IsSpinLevel (c k E : ℝ) (V S : ℝ → ℝ) : Prop :=
  ∃ P Q : ℝ → ℝ, IsRadialDirac c k E V S P Q ∧ (∃ r, 0 < r ∧ (P r ≠ 0 ∨ Q r ≠ 0)) ∧
    SquareIntegrable P ∧ SquareIntegrable Q ∧ SquareIntegrable (fun r => P r / r)

/-- `E` has a nonzero radial solution for which `P`, `Q` and `Q/r` are square integrable
on `r > 0`. -/
def IsPseudospinLevel (c k E : ℝ) (V S : ℝ → ℝ) : Prop :=
  ∃ P Q : ℝ → ℝ, IsRadialDirac c k E V S P Q ∧ (∃ r, 0 < r ∧ (P r ≠ 0 ∨ Q r ≠ 0)) ∧
    SquareIntegrable P ∧ SquareIntegrable Q ∧ SquareIntegrable (fun r => Q r / r)

variable {c k E : ℝ} {V S P Q : ℝ → ℝ}

/-- Spin symmetry: if `S = V` on `r > 0`, `c ≠ 0` and `E + c² ≠ 0`, a solution for `k` becomes
a solution for `-k-1` at the same energy, with the same upper component. -/
theorem spin_partner (hc : c ≠ 0) (hE : E + c ^ 2 ≠ 0) (hS : ∀ r, 0 < r → S r = V r)
    (h : IsRadialDirac c k E V S P Q) :
    IsRadialDirac c (-k - 1) E V S P (spinLower c k E P Q) := by
  intro r hr
  obtain ⟨hP, hQ⟩ := h r hr
  have hr0 : r ≠ 0 := hr.ne'
  -- the potentials cancel in the coupling of P' to Q
  have e : E - V r + c ^ 2 + V r = E + c ^ 2 := by ring
  have hd : HasDerivAt (spinLower c k E P Q) _ r :=
    hQ.fun_sub ((hP.const_mul (c * (2 * k + 1))).fun_div
      ((hasDerivAt_id' r).const_mul (E + c ^ 2)) (mul_ne_zero hE hr0))
  refine ⟨hP.congr_deriv ?_, hd.congr_deriv ?_⟩
  · rw [hS r hr, e, spinLower]
    field_simp
    ring
  · rw [hS r hr, e, spinLower]
    field_simp
    ring

/-- Pseudospin symmetry: if `S = -V` on `r > 0`, `c ≠ 0` and `E - c² ≠ 0`, a solution for `k`
becomes a solution for `1-k` at the same energy, with the same lower component. -/
theorem pseudospin_partner (hc : c ≠ 0) (hE : E - c ^ 2 ≠ 0) (hS : ∀ r, 0 < r → S r = -V r)
    (h : IsRadialDirac c k E V S P Q) :
    IsRadialDirac c (1 - k) E V S (pseudospinUpper c k E P Q) Q := by
  intro r hr
  obtain ⟨hP, hQ⟩ := h r hr
  have hr0 : r ≠ 0 := hr.ne'
  -- the potentials cancel in the coupling of Q' to P
  have e : E - V r - c ^ 2 - -V r = E - c ^ 2 := by ring
  have hd : HasDerivAt (pseudospinUpper c k E P Q) _ r :=
    hP.fun_sub ((hQ.const_mul (c * (2 * k - 1))).fun_div
      ((hasDerivAt_id' r).const_mul (E - c ^ 2)) (mul_ne_zero hE hr0))
  refine ⟨hd.congr_deriv ?_, hQ.congr_deriv ?_⟩
  · rw [hS r hr, e, pseudospinUpper]
    field_simp
    ring
  · rw [hS r hr, e, pseudospinUpper]
    field_simp
    ring

/-- For `S = V` on `r > 0`, `c ≠ 0` and `E + c² ≠ 0`, the lower component that accompanies the
same `P` in a solution for `-k-1` is unique on `r > 0`. -/
theorem spin_partner_unique {R : ℝ → ℝ} (hc : c ≠ 0) (hE : E + c ^ 2 ≠ 0)
    (hS : ∀ r, 0 < r → S r = V r) (h : IsRadialDirac c k E V S P Q)
    (h' : IsRadialDirac c (-k - 1) E V S P R) {r : ℝ} (hr : 0 < r) :
    R r = spinLower c k E P Q r := by
  have hr0 : r ≠ 0 := hr.ne'
  have e : E - V r + c ^ 2 + V r = E + c ^ 2 := by ring
  -- P has only one derivative, so the two upper equations agree
  have u := (h r hr).1.unique (h' r hr).1
  rw [hS r hr, e] at u
  have h1 : (E + c ^ 2) * R r / c * c = (E + c ^ 2) * R r := div_mul_cancel₀ _ hc
  have h2 : (E + c ^ 2) * Q r / c * c = (E + c ^ 2) * Q r := div_mul_cancel₀ _ hc
  have h3 : (E + c ^ 2) * spinLower c k E P Q r
      = (E + c ^ 2) * Q r - c * (2 * k + 1) * P r / r := by
    rw [spinLower, mul_sub]
    congr 1
    field_simp
  apply mul_left_cancel₀ hE
  rw [h3]
  linear_combination (-c) * u - h1 + h2

/-- At `E = -c²` with `S = V` on `r > 0` and `2k+1 ≠ 0`, solutions for `k` and `-k-1` can share
their upper component only if it vanishes on `r > 0`. -/
theorem no_shared_upper_at_threshold {R : ℝ → ℝ} (hE : E + c ^ 2 = 0) (hk : 2 * k + 1 ≠ 0)
    (hS : ∀ r, 0 < r → S r = V r) (h : IsRadialDirac c k E V S P Q)
    (h' : IsRadialDirac c (-k - 1) E V S P R) {r : ℝ} (hr : 0 < r) : P r = 0 := by
  have e : E - V r + c ^ 2 + V r = 0 := by linear_combination hE
  have u := (h r hr).1.unique (h' r hr).1
  rw [hS r hr, e] at u
  simp only [zero_mul, zero_div, add_zero] at u
  have u' := (div_left_inj' hr.ne').mp u
  have hz : (2 * k + 1) * P r = 0 := by linear_combination -u'
  exact (mul_eq_zero.mp hz).resolve_left hk

/-- Spin doublets: for `S = V` on `r > 0`, `c ≠ 0` and `E + c² ≠ 0`, the energy `E` is a level
for `k` exactly when it is one for `-k-1`, with `P`, `Q` and `P/r` square integrable. -/
theorem spin_doublet (hc : c ≠ 0) (hE : E + c ^ 2 ≠ 0) (hS : ∀ r, 0 < r → S r = V r) :
    IsSpinLevel c k E V S ↔ IsSpinLevel c (-k - 1) E V S := by
  have key : ∀ q : ℝ, IsSpinLevel c q E V S → IsSpinLevel c (-q - 1) E V S := by
    rintro q ⟨P, Q, h, ⟨r, hr, hn⟩, hP, hQ, hPr⟩
    refine ⟨P, spinLower c q E P Q, spin_partner hc hE hS h, ⟨r, hr, ?_⟩, hP, ?_, hPr⟩
    · by_cases hp : P r = 0
      · right
        simpa [spinLower, hp] using hn
      · exact Or.inl hp
    · -- the new component combines Q and P/r
      have heq : spinLower c q E P Q
          = fun r => Q r - c * (2 * q + 1) / (E + c ^ 2) * (P r / r) := by
        funext r
        rw [spinLower, mul_div_mul_comm]
      rw [heq]
      exact MemLp.sub hQ (MemLp.const_mul hPr _)
  refine ⟨key k, fun h => ?_⟩
  have h2 := key _ h
  rwa [show -(-k - 1) - 1 = k by ring] at h2

/-- Pseudospin doublets: for `S = -V` on `r > 0`, `c ≠ 0` and `E - c² ≠ 0`, the energy `E` is a
level for `k` exactly when it is one for `1-k`, with `P`, `Q` and `Q/r` square integrable. -/
theorem pseudospin_doublet (hc : c ≠ 0) (hE : E - c ^ 2 ≠ 0)
    (hS : ∀ r, 0 < r → S r = -V r) :
    IsPseudospinLevel c k E V S ↔ IsPseudospinLevel c (1 - k) E V S := by
  have key : ∀ q : ℝ, IsPseudospinLevel c q E V S → IsPseudospinLevel c (1 - q) E V S := by
    rintro q ⟨P, Q, h, ⟨r, hr, hn⟩, hP, hQ, hQr⟩
    refine ⟨pseudospinUpper c q E P Q, Q, pseudospin_partner hc hE hS h, ⟨r, hr, ?_⟩, ?_, hQ, hQr⟩
    · by_cases hq : Q r = 0
      · left
        simpa [pseudospinUpper, hq] using hn
      · exact Or.inr hq
    · -- the new component combines P and Q/r
      have heq : pseudospinUpper c q E P Q
          = fun r => P r - c * (2 * q - 1) / (E - c ^ 2) * (Q r / r) := by
        funext r
        rw [pseudospinUpper, mul_div_mul_comm]
      rw [heq]
      exact MemLp.sub hP (MemLp.const_mul hQr _)
  refine ⟨key k, fun h => ?_⟩
  have h2 := key _ h
  rwa [show 1 - (1 - k) = k by ring] at h2

end

end DiracSpinSymmetry
```

```lean
#print axioms DiracSpinSymmetry.pseudospin_partner
#print axioms DiracSpinSymmetry.no_shared_upper_at_threshold
#print axioms DiracSpinSymmetry.spin_doublet
#print axioms DiracSpinSymmetry.pseudospin_doublet
```

```
'DiracSpinSymmetry.pseudospin_partner' depends on axioms: [propext, Classical.choice, Quot.sound]
'DiracSpinSymmetry.no_shared_upper_at_threshold' depends on axioms: [propext, Classical.choice, Quot.sound]
'DiracSpinSymmetry.spin_doublet' depends on axioms: [propext, Classical.choice, Quot.sound]
'DiracSpinSymmetry.pseudospin_doublet' depends on axioms: [propext, Classical.choice, Quot.sound]
```

## From the quotient rule to the doublets

In `spin_partner`, the equation `e` records the cancellation of the potentials. The term `hd` differentiates \(\tilde Q\): `fun_sub` handles the difference and `fun_div` supplies the quotient rule, with `mul_ne_zero hE hr0` showing that \((E+c^2)r\neq0\). The derivatives obtained this way do not yet have the form that the equations for \(-k-1\) prescribe. `congr_deriv` reduces that mismatch to two algebraic identities, one for each component. After `hS` and `e` have been used, `field_simp` clears the denominators and `ring` finishes the calculation displayed above. `pseudospin_partner` does the same with \(P\) and \(Q\) exchanged.

`spin_partner_unique` compares the two formulas for \(P'\) through `HasDerivAt.unique`, the statement that a function has at most one derivative at a point. The auxiliary equations `h1`, `h2` and `h3` clear the denominators \(c\) and \(E+c^2\). `linear_combination` then combines them with the comparison `u`, and `mul_left_cancel₀ hE` removes the common factor \(E+c^2\).

`no_shared_upper_at_threshold` starts from the same comparison, but now `e` says that the coupling is zero. Cancelling \(r\) leaves \((2k+1)P=0\), and `hk` excludes the first factor. This shows what `hE` is needed for in `spin_partner`: at \(E=-c^2\) and \(2k+1\neq0\), no solution with nonzero \(P\) has a partner with the same \(P\).

In `spin_doublet`, the local statement `key` proves one direction for every real `q`. It takes the partner from `spin_partner` and shows that it is nonzero by the case distinction on \(P(r)=0\). The equation `heq` rewrites \(\tilde Q\) as \(Q\) minus a constant times \(P/r\), after which `MemLp.sub` and `MemLp.const_mul` give square integrability. Applying `key` at `k` gives the forward direction, and applying it at `-k - 1` gives the reverse. `pseudospin_doublet` follows the same steps with \(Q/r\) and the map \(k\mapsto1-k\).
